# A core polarization potential never favours the triplet over the open-shell singlet of two orthogonal orbitals

## Two electrons outside a polarizable core

Let $n$ be a finite set that labels an orthonormal basis of one-electron functions. An orbital is a real vector $u$ with entries $u_i$, $i\in n$, and $\langle u,v\rangle=\sum_i u_iv_i$. A two-electron spatial function is a real function on $n\times n$, and $(u\otimes v)_{ij}=u_iv_j$ puts electron 1 in $u$ and electron 2 in $v$. From two orbitals we form

$$
\Psi_S=\frac{u\otimes v+v\otimes u}{\sqrt2},\qquad
\Psi_T=\frac{u\otimes v-v\otimes u}{\sqrt2}.
$$

The first is the spatial part of the open-shell singlet, the second that of the triplet. The operators below don't act on spin, so the spin factors are left out.

The valence electrons produce an electric field at the core. For each component $k$, a real symmetric matrix $F_k$ represents the field of one electron, including any short-range cutoff. With two electrons the component is $F_k\otimes1+1\otimes F_k$, and a core of polarizability $a$ responds with the energy

$$
W=-\frac a2\sum_k\left(F_k\otimes1+1\otimes F_k\right)^2 .
$$

The interaction of the induced dipole with the field is twice this energy, but half of it is spent on polarizing the core. The polarizability is a parameter of the model; $a\ge0$ means that the induced dipole never raises the energy, as is the case for a core in its ground state.

## The splitting and its sign

Write $E_S=\langle\Psi_S,W\Psi_S\rangle$ and $E_T=\langle\Psi_T,W\Psi_T\rangle$. For orthonormal $u$ and $v$,

$$
E_S-E_T=-2a\sum_k\langle u,F_kv\rangle^2 .
$$

So for $a\ge0$ core polarization never raises the singlet relative to the triplet. For $a>0$ it lowers it strictly exactly when at least one field component couples $u$ to $v$.

These are contributions of $W$ alone, with the same orbitals in both states. The electron repulsion also contributes to the gap, and the sign found here doesn't settle which state is lower in total. For calculations with effective core potentials, the derivation below shows within this two-electron, fixed-orbital model that the contribution of core polarization to the gap comes entirely from the two-electron part of the polarization potential.

## Exchange elements carry the difference

Expanding both quadratic forms gives

$$
\begin{aligned}
E_S&=\tfrac12\big(D+X\big),\qquad E_T=\tfrac12\big(D-X\big),\\
D&=\langle u\otimes v,W(u\otimes v)\rangle+\langle v\otimes u,W(v\otimes u)\rangle,\\
X&=\langle u\otimes v,W(v\otimes u)\rangle+\langle v\otimes u,W(u\otimes v)\rangle .
\end{aligned}
$$

Hence $E_S-E_T=X$. This holds for any matrix $W$ and any $u$, $v$.

Next we square the total field. The matrices $F_k\otimes1$ and $1\otimes F_k$ act on different electrons and commute, so

$$
(F_k\otimes1+1\otimes F_k)^2=F_k^2\otimes1+1\otimes F_k^2+2\,F_k\otimes F_k .
$$

Matrix elements between orbital products factorize:

$$
\langle p\otimes q,(A\otimes B)(x\otimes y)\rangle=\langle p,Ax\rangle\langle q,By\rangle .
$$

With $p=y=u$ and $q=x=v$, the first exchange element is

$$
-\frac a2\sum_k\Big(\langle u,F_k^2v\rangle\langle v,u\rangle+\langle u,v\rangle\langle v,F_k^2u\rangle+2\langle u,F_kv\rangle\langle v,F_ku\rangle\Big).
$$

Orthogonality removes the first two terms. Symmetry of $F_k$ gives $\langle v,F_ku\rangle=\langle u,F_kv\rangle$, so what remains is $-a\sum_k\langle u,F_kv\rangle^2$. Exchanging $u$ and $v$ gives the same value for the second element, and the sum is the stated result.

## A bound by the field variance

Suppose $u$ and $v$ are orthonormal and $a\ge0$. Let $w_k=F_kv-\langle v,F_kv\rangle v$, the part of $F_kv$ orthogonal to $v$. Then $\langle u,w_k\rangle=\langle u,F_kv\rangle$, and Cauchy–Schwarz with $\langle u,u\rangle=1$ gives

$$
\langle u,F_kv\rangle^2\le\langle w_k,w_k\rangle=\langle F_kv,F_kv\rangle-\langle v,F_kv\rangle^2 .
$$

The right-hand side is the variance of the field component in $v$. Summing over $k$ and multiplying by $2a$ bounds $E_T-E_S$.

Two levels suffice for equality. Take $u=(1,0)$, $v=(0,1)$ and a single field matrix with zeros on the diagonal and ones off it. Then $\langle u,Fv\rangle=1$, so $E_T-E_S=2a$. Also $Fv=u$ and $\langle v,Fv\rangle=0$, so the variance is $1$ and the bound is $2a$ as well.

## What the Lean definitions stand for

An orbital is a function `n → ℝ`, and `orb u v` is $u\otimes v$. The definitions `singlet` and `triplet` are $\Psi_S$ and $\Psi_T$. The product `⬝ᵥ` is $\langle\cdot,\cdot\rangle$, `*ᵥ` applies a matrix to a vector, and `⊗ₖ` is the Kronecker product. The family `F : ι → Matrix n n ℝ` holds the field matrices, with `ι` any finite index type, so three Cartesian components are one case. The definition `corePol a F` is $W$.

The main theorem, `corePol_splitting`, says that for every real `a`, every family of symmetric matrices and every pair of orbitals with `u ⬝ᵥ v = 0`, the singlet value of `energy` minus the triplet value is `-2 * a * ∑ k, (u ⬝ᵥ F k *ᵥ v) ^ 2`. It requires neither normalized orbitals nor a sign of `a`. Since `energy` is the quadratic form without division by the norm, it is an expectation value when $u$ and $v$ are orthonormal. For nonzero orthogonal orbitals both pair functions have squared norm $\langle u,u\rangle\langle v,v\rangle$, and the difference of expectation values is

$$
-2a\,\frac{\sum_k\langle u,F_kv\rangle^2}{\langle u,u\rangle\langle v,v\rangle}.
$$

The theorems `singlet_le_triplet` and `singlet_lt_triplet_iff` give the sign for `0 ≤ a` and the criterion for strictness for `0 < a`. The variance bound, `splitting_le_variance`, does assume normalization. The example is `two_level_splitting`, which states the splitting and the variance as two equations.

The model has one polarizability, real orbitals and a finite one-electron space. It omits the field that other cores produce at this one, and it lets neither orbital relax. In a truncated basis, $F_k^2$ is the square of the truncated matrix and in general differs from the matrix of the squared field. This affects the individual energies, but it leaves the splitting alone, because the one-electron terms drop out.

## The complete Lean file

```lean
import Mathlib

open Matrix
open scoped Kronecker

namespace CorePolarizationSplitting

noncomputable section

variable {n ι : Type*}

/-- The product of two orbitals: electron 1 in `u`, electron 2 in `v`. -/
def orb (u v : n → ℝ) : n × n → ℝ := fun p => u p.1 * v p.2

/-- The symmetric spatial function `(u⊗v + v⊗u)/√2` of the open-shell singlet. -/
def singlet (u v : n → ℝ) : n × n → ℝ := (1 / √2) • (orb u v + orb v u)

/-- The antisymmetric spatial function `(u⊗v - v⊗u)/√2` of the triplet. -/
def triplet (u v : n → ℝ) : n × n → ℝ := (1 / √2) • (orb u v - orb v u)

variable [Fintype n]

/-- The quadratic form `⟨Ψ, W Ψ⟩` of a two-electron operator `W`. -/
def energy (W : Matrix (n × n) (n × n) ℝ) (Ψ : n × n → ℝ) : ℝ := Ψ ⬝ᵥ W *ᵥ Ψ

/-- For any two-electron operator, the singlet energy minus the triplet energy is the sum of
the two exchange matrix elements. -/
theorem energy_singlet_sub_triplet (W : Matrix (n × n) (n × n) ℝ) (u v : n → ℝ) :
    energy W (singlet u v) - energy W (triplet u v) =
      orb u v ⬝ᵥ W *ᵥ orb v u + orb v u ⬝ᵥ W *ᵥ orb u v := by
  have h : (1 / √2) * (1 / √2) = (1 / 2 : ℝ) := by
    rw [div_mul_div_comm, Real.mul_self_sqrt (by norm_num)]
    norm_num
  simp only [energy, singlet, triplet, Matrix.mulVec_smul, Matrix.mulVec_add,
    Matrix.mulVec_sub, smul_dotProduct, dotProduct_smul, add_dotProduct, sub_dotProduct,
    dotProduct_add, dotProduct_sub, smul_eq_mul]
  linear_combination
    (2 * (orb u v ⬝ᵥ W *ᵥ orb v u + orb v u ⬝ᵥ W *ᵥ orb u v)) * h

/-- Between orbital products, the matrix element of `A⊗B` is the product of the
one-electron matrix elements of `A` and `B`. -/
theorem kronecker_element (A B : Matrix n n ℝ) (p q x y : n → ℝ) :
    orb p q ⬝ᵥ (A ⊗ₖ B) *ᵥ orb x y = (p ⬝ᵥ A *ᵥ x) * (q ⬝ᵥ B *ᵥ y) := by
  -- each factor acts on its own electron
  have h : (A ⊗ₖ B) *ᵥ orb x y = orb (A *ᵥ x) (B *ᵥ y) := by
    ext ⟨i, j⟩
    simp only [Matrix.mulVec, dotProduct, orb, Fintype.sum_prod_type, Finset.sum_mul_sum]
    refine Finset.sum_congr rfl fun k _ => Finset.sum_congr rfl fun l _ => ?_
    simp only [Matrix.kroneckerMap_apply]
    ring
  rw [h]
  simp only [dotProduct, orb, Fintype.sum_prod_type, Finset.sum_mul_sum]
  refine Finset.sum_congr rfl fun k _ => Finset.sum_congr rfl fun l _ => ?_
  ring

variable [DecidableEq n] [Fintype ι]

/-- The field component of both electrons at the core, `F⊗1 + 1⊗F`. -/
def totalField (F : Matrix n n ℝ) : Matrix (n × n) (n × n) ℝ := F ⊗ₖ 1 + 1 ⊗ₖ F

/-- The core polarization potential `-(a/2) ∑ₖ (Fₖ⊗1 + 1⊗Fₖ)²` of a core with
polarizability `a`. -/
def corePol (a : ℝ) (F : ι → Matrix n n ℝ) : Matrix (n × n) (n × n) ℝ :=
  (-(a / 2)) • ∑ k, totalField (F k) ^ 2

/-- The squared total field consists of a one-electron term for each electron and the
two-electron term `2 F⊗F`. -/
theorem totalField_sq (F : Matrix n n ℝ) :
    totalField F ^ 2 = (F * F) ⊗ₖ 1 + 1 ⊗ₖ (F * F) + (2 : ℝ) • (F ⊗ₖ F) := by
  simp only [totalField, sq, add_mul, mul_add, ← Matrix.mul_kronecker_mul, one_mul, mul_one]
  module

/-- The matrix element of the core polarization potential between two orbital products. -/
theorem corePol_element (a : ℝ) (F : ι → Matrix n n ℝ) (p q x y : n → ℝ) :
    orb p q ⬝ᵥ corePol a F *ᵥ orb x y = -(a / 2) * ∑ k,
      ((p ⬝ᵥ (F k * F k) *ᵥ x) * (q ⬝ᵥ y) + (p ⬝ᵥ x) * (q ⬝ᵥ (F k * F k) *ᵥ y)
        + 2 * ((p ⬝ᵥ F k *ᵥ x) * (q ⬝ᵥ F k *ᵥ y))) := by
  simp only [corePol, totalField_sq, Matrix.smul_mulVec, Matrix.sum_mulVec,
    Matrix.add_mulVec, dotProduct_smul, dotProduct_sum, dotProduct_add, kronecker_element,
    Matrix.one_mulVec, smul_eq_mul]

/-- For symmetric field matrices and orthogonal real orbitals, core polarization contributes
`-2a ∑ₖ ⟨u, Fₖ v⟩²` to the singlet energy minus the triplet energy. -/
theorem corePol_splitting (a : ℝ) (F : ι → Matrix n n ℝ) (hF : ∀ k, (F k).IsSymm)
    (u v : n → ℝ) (huv : u ⬝ᵥ v = 0) :
    energy (corePol a F) (singlet u v) - energy (corePol a F) (triplet u v) =
      -2 * a * ∑ k, (u ⬝ᵥ F k *ᵥ v) ^ 2 := by
  have hvu : v ⬝ᵥ u = 0 := by rw [dotProduct_comm, huv]
  have hsym : ∀ k, v ⬝ᵥ F k *ᵥ u = u ⬝ᵥ F k *ᵥ v := fun k => by
    rw [Matrix.dotProduct_mulVec v, ← Matrix.mulVec_transpose, (hF k).eq, dotProduct_comm]
  rw [energy_singlet_sub_triplet, corePol_element, corePol_element]
  simp only [Finset.mul_sum]
  rw [← Finset.sum_add_distrib]
  -- orthogonality removes the one-electron terms
  refine Finset.sum_congr rfl fun k _ => ?_
  rw [hsym k, huv, hvu]
  ring

/-- For symmetric field matrices, orthogonal real orbitals and `a ≥ 0`, the core polarization
energy of the open-shell singlet is at most that of the triplet. -/
theorem singlet_le_triplet {a : ℝ} (ha : 0 ≤ a) (F : ι → Matrix n n ℝ)
    (hF : ∀ k, (F k).IsSymm) (u v : n → ℝ) (huv : u ⬝ᵥ v = 0) :
    energy (corePol a F) (singlet u v) ≤ energy (corePol a F) (triplet u v) := by
  have h := corePol_splitting a F hF u v huv
  have hs : 0 ≤ ∑ k, (u ⬝ᵥ F k *ᵥ v) ^ 2 := Finset.sum_nonneg fun k _ => sq_nonneg _
  nlinarith [mul_nonneg ha hs]

/-- For symmetric field matrices, orthogonal real orbitals and `a > 0`, the core polarization energy
of the open-shell singlet is strictly below that of the triplet exactly when some field component
couples the two orbitals. -/
theorem singlet_lt_triplet_iff {a : ℝ} (ha : 0 < a) (F : ι → Matrix n n ℝ)
    (hF : ∀ k, (F k).IsSymm) (u v : n → ℝ) (huv : u ⬝ᵥ v = 0) :
    energy (corePol a F) (singlet u v) < energy (corePol a F) (triplet u v) ↔
      ∃ k, u ⬝ᵥ F k *ᵥ v ≠ 0 := by
  have h := corePol_splitting a F hF u v huv
  constructor
  · intro hlt
    by_contra hno
    have h0 : ∀ k, u ⬝ᵥ F k *ᵥ v = 0 := fun k => by
      by_contra hk
      exact hno ⟨k, hk⟩
    have hs : ∑ k, (u ⬝ᵥ F k *ᵥ v) ^ 2 = 0 :=
      Finset.sum_eq_zero fun k _ => by rw [h0 k]; norm_num
    rw [hs, mul_zero] at h
    linarith
  · rintro ⟨k, hk⟩
    have hs : 0 < ∑ k, (u ⬝ᵥ F k *ᵥ v) ^ 2 :=
      Finset.sum_pos' (fun _ _ => sq_nonneg _) ⟨k, Finset.mem_univ k, by positivity⟩
    nlinarith [mul_pos ha hs]

/-- For symmetric field matrices, orthonormal real orbitals and `a ≥ 0`, the core polarization
energy of the triplet minus that of the singlet is at most `2a` times the variance of the field at
the core in the orbital `v`, summed over components. -/
theorem splitting_le_variance {a : ℝ} (ha : 0 ≤ a) (F : ι → Matrix n n ℝ)
    (hF : ∀ k, (F k).IsSymm) (u v : n → ℝ) (hu : u ⬝ᵥ u = 1) (hv : v ⬝ᵥ v = 1)
    (huv : u ⬝ᵥ v = 0) :
    energy (corePol a F) (triplet u v) - energy (corePol a F) (singlet u v) ≤
      2 * a * ∑ k, ((F k *ᵥ v) ⬝ᵥ (F k *ᵥ v) - (v ⬝ᵥ F k *ᵥ v) ^ 2) := by
  have h := corePol_splitting a F hF u v huv
  have key : ∑ k, (u ⬝ᵥ F k *ᵥ v) ^ 2 ≤
      ∑ k, ((F k *ᵥ v) ⬝ᵥ (F k *ᵥ v) - (v ⬝ᵥ F k *ᵥ v) ^ 2) := by
    refine Finset.sum_le_sum fun k _ => ?_
    -- Cauchy-Schwarz for `u` and the part of `F v` orthogonal to `v`
    have cs : ∀ w : n → ℝ, (u ⬝ᵥ w) ^ 2 ≤ (u ⬝ᵥ u) * (w ⬝ᵥ w) := fun w => by
      simpa only [dotProduct, sq] using Finset.sum_mul_sq_le_sq_mul_sq Finset.univ u w
    have h1 := cs (F k *ᵥ v - (v ⬝ᵥ F k *ᵥ v) • v)
    simp only [dotProduct_sub, sub_dotProduct, dotProduct_smul, smul_dotProduct,
      smul_eq_mul, hu, hv, huv, dotProduct_comm (F k *ᵥ v) v] at h1
    linarith
  have := mul_le_mul_of_nonneg_left key (mul_nonneg zero_le_two ha)
  linarith

/-- A field component that only couples the two levels of a two-level system. -/
def couplingField : Matrix (Fin 2) (Fin 2) ℝ := !![0, 1; 1, 0]

/-- In the two-level system with the single field component `couplingField`, the core polarization
energy of the triplet minus that of the singlet is `2a`, and the variance of the field in the second
level is `1`. -/
theorem two_level_splitting (a : ℝ) :
    energy (corePol a fun _ : Fin 1 => couplingField) (triplet ![1, 0] ![0, 1])
        - energy (corePol a fun _ : Fin 1 => couplingField) (singlet ![1, 0] ![0, 1]) = 2 * a ∧
      (couplingField *ᵥ ![0, 1]) ⬝ᵥ (couplingField *ᵥ ![0, 1])
        - (![0, 1] ⬝ᵥ couplingField *ᵥ ![0, 1]) ^ 2 = 1 := by
  have hF : couplingField.IsSymm := by
    ext i j
    fin_cases i <;> fin_cases j <;> simp [couplingField]
  have h := corePol_splitting a (fun _ : Fin 1 => couplingField) (fun _ => hF)
    ![1, 0] ![0, 1] (by simp [dotProduct, Fin.sum_univ_succ])
  have h1 : (![1, 0] : Fin 2 → ℝ) ⬝ᵥ couplingField *ᵥ ![0, 1] = 1 := by
    simp [couplingField, Matrix.mulVec, dotProduct, Fin.sum_univ_succ]
  constructor
  · simp only [h1, Fin.sum_univ_one] at h
    linarith
  · simp [couplingField, Matrix.mulVec, dotProduct, Fin.sum_univ_succ]

end

end CorePolarizationSplitting
```

```lean
#print axioms CorePolarizationSplitting.singlet_le_triplet
#print axioms CorePolarizationSplitting.singlet_lt_triplet_iff
#print axioms CorePolarizationSplitting.splitting_le_variance
#print axioms CorePolarizationSplitting.two_level_splitting
```

```
'CorePolarizationSplitting.singlet_le_triplet' depends on axioms: [propext, Classical.choice, Quot.sound]
'CorePolarizationSplitting.singlet_lt_triplet_iff' depends on axioms: [propext, Classical.choice, Quot.sound]
'CorePolarizationSplitting.splitting_le_variance' depends on axioms: [propext, Classical.choice, Quot.sound]
'CorePolarizationSplitting.two_level_splitting' depends on axioms: [propext, Classical.choice, Quot.sound]
```

## From bilinearity to a sum of squares

The lemma `energy_singlet_sub_triplet` is the identity $E_S-E_T=X$. Its `simp only` call expands both quadratic forms by linearity, which leaves the factor $(1/\sqrt2)^2$ in front of each term. The auxiliary equation `h` evaluates this factor as $1/2$, and `linear_combination` inserts it with the coefficient $2X$.

The factorization of matrix elements is `kronecker_element`. It first shows that $A\otimes B$ sends $x\otimes y$ to $Ax\otimes By$, by writing the sum over pairs as a double sum and comparing terms. The same rearrangement then splits the remaining scalar product into two factors.

The lemma `corePol_element` combines this factorization with the squared field from `totalField_sq`. It gives the matrix element of $W$ between arbitrary orbital products, before orthogonality or symmetry is used.

Both enter in `corePol_splitting`. The equation `hsym` moves the symmetric matrix from one side of the scalar product to the other. After the two exchange elements have been written as one sum over `k`, `Finset.sum_congr` reduces the goal to a single component. Rewriting with `hsym k`, `huv` and `hvu` makes the two elements equal and the one-electron terms zero, and `ring` completes the arithmetic.

The sign statement follows because a sum of squares is nonnegative. For strictness, one direction assumes that no component couples the orbitals, so the sum vanishes and the strict inequality contradicts the splitting formula. In the other direction, one nonzero coupling makes the sum positive by `Finset.sum_pos'`.

In `splitting_le_variance`, the local statement `cs` is Cauchy–Schwarz. It is applied to $w_k$, and `simp only` expands the scalar products with the orthonormality conditions. The two-level theorem specializes the splitting formula and computes the small matrix products directly.

## Merging operator products with `Matrix.mul_kronecker_mul`

The step that separates one-electron from two-electron terms rests on a Mathlib lemma, the mixed-product rule

$$
(AB)\otimes(A'B')=(A\otimes A')(B\otimes B').
$$

In `totalField_sq` it appears as `← Matrix.mul_kronecker_mul`. The arrow makes `simp only` use the equation from right to left: a product of two Kronecker products becomes one Kronecker product, with the multiplication carried out separately for each electron.

Expanding the square by `add_mul` and `mul_add` produces four products. The two diagonal ones merge into $F^2\otimes1$ and $1\otimes F^2$. The mixed ones, $(F\otimes1)(1\otimes F)$ and $(1\otimes F)(F\otimes1)$, both merge into $F\otimes F$ once the factors of $1$ are removed. The commutation used in the derivation by hand thus comes out of the rule and needs no lemma of its own.

What is left is a linear identity between matrices, in which two copies of $F\otimes F$ must equal $2\,(F\otimes F)$. The tactic `module` proves identities of this kind, treating each Kronecker product as an indivisible vector.
